# Closed-form Hartree self-energy of a Dirac-type 1s radial density

An electron in a hydrogen-like ion does not repel itself, yet the Hartree term of density functional theory assigns its charge cloud a repulsion energy U. For this one-electron density, exact Coulomb exchange must equal −U, so a closed form for U gives a reference value for the Coulomb part of relativistic exchange functionals.

For a point nucleus of charge Z, the Dirac 1s radial density is proportional to r^(2γ) exp(−2Zr), with γ = √(1 − Z²/c²) in Hartree atomic units. Below, Z and γ are independent positive reals; the relation between them is not imposed.

```lean
import Mathlib

open MeasureTheory Set Filter Topology

namespace RelativisticHartreeSelfEnergy

noncomputable section
```

The density includes the factor 4πr²:

ρ(r) = (2Z)^(2γ+1) r^(2γ) exp(−2Zr) / Γ(2γ+1).

```lean
/-- Radial density of a 1s orbital with nuclear charge `Z` and relativistic exponent `γ`. -/
def density (Z γ r : ℝ) : ℝ :=
  (2 * Z) ^ (2 * γ + 1) * r ^ (2 * γ) * Real.exp (-(2 * Z * r)) / Real.Gamma (2 * γ + 1)
```

The charge inside radius r is N(r) = ∫₀^r ρ(t) dt.

```lean
/-- The charge enclosed in the sphere of radius `r`. -/
def enclosed (Z γ r : ℝ) : ℝ := ∫ t in (0 : ℝ)..r, density Z γ t
```

Assembling the cloud from the centre outwards, each shell meets the potential N(r)/r of the charge already present:

U = ∫₀^∞ (ρ(r)/r) N(r) dr.

In Lean, `Ioi 0` is the range r > 0.

```lean
/-- The Hartree self-energy, built up shell by shell: each shell feels the charge inside it. -/
def selfEnergy (Z γ : ℝ) : ℝ := ∫ r in Ioi (0 : ℝ), density Z γ r / r * enclosed Z γ r
```

The potential of the complete cloud also has a part from the outer shells. This spherical form is taken as a definition, not derived from the three-dimensional Coulomb integral:

v(r) = N(r)/r + W(r), W(r) = ∫_r^∞ ρ(t)/t dt.

```lean
/-- The electrostatic potential at radius `r` of the spherical charge cloud. -/
def hartreePotential (Z γ r : ℝ) : ℝ :=
  enclosed Z γ r / r + ∫ t in Ioi r, density Z γ t / t
```

## Gamma integrals and the squared density

For a, b > 0,

∫₀^∞ t^(a−1) exp(−bt) dt = Γ(a)/b^a.

Mathlib supplies the value. Convergence follows because Lean gives a non-integrable function the integral 0, whereas this value is positive.

```lean
/-- Radial moments of an exponential converge and are given by the Gamma function. -/
theorem gamma_moment {a b : ℝ} (ha : 0 < a) (hb : 0 < b) :
    IntegrableOn (fun t : ℝ => t ^ (a - 1) * Real.exp (-(b * t))) (Ioi 0) ∧
    ∫ t in Ioi (0 : ℝ), t ^ (a - 1) * Real.exp (-(b * t)) = (1 / b) ^ a * Real.Gamma a := by
  have h := Real.integral_rpow_mul_exp_neg_mul_Ioi ha hb
  refine ⟨?_, h⟩
  by_contra hn
  have h0 := integral_undef hn
  have hp : 0 < (1 / b) ^ a * Real.Gamma a :=
    mul_pos (Real.rpow_pos_of_pos (by positivity) _) (Real.Gamma_pos_of_pos ha)
  exact hp.ne' (h.symm.trans h0)
```

If f is measurable and integrable over r > 0, its running integral ∫₀^r f has derivative f(r) at each r > 0 where f is continuous, and is continuous from the right at the origin even if f is singular there. This is needed for ρ/r, which diverges at the origin when γ < 1/2.

```lean
/-- The running integral of a measurable, integrable radial function is right-continuous at 0 and
has that function as its derivative at each positive radius where the function is continuous. -/
theorem running_integral {f : ℝ → ℝ} (hf : IntegrableOn f (Ioi 0)) (hm : Measurable f) :
    ContinuousWithinAt (fun r => ∫ t in (0 : ℝ)..r, f t) (Ici 0) 0 ∧
    ∀ r, 0 < r → ContinuousAt f r → HasDerivAt (fun r => ∫ t in (0 : ℝ)..r, f t) (f r) r := by
  refine ⟨?_, fun r hr hc => ?_⟩
  · have h1 : IntegrableOn f (uIcc 0 1) := by
      rw [uIcc_of_le zero_le_one, integrableOn_Icc_iff_integrableOn_Ioc]
      exact hf.mono_set Ioc_subset_Ioi_self
    have h2 := intervalIntegral.continuousOn_primitive_interval h1 0 left_mem_uIcc
    rw [uIcc_of_le zero_le_one] at h2
    exact h2.mono_of_mem_nhdsWithin (Icc_mem_nhdsGE one_pos)
  · exact intervalIntegral.integral_hasDerivAt_right
      ((intervalIntegrable_iff_integrableOn_Ioc_of_le hr.le).2
        (hf.mono_set Ioc_subset_Ioi_self))
      hm.aestronglyMeasurable.stronglyMeasurableAtFilter hc
```

Taking a = 2γ+1 and b = 2Z gives ∫ρ = 1, one electron.

```lean
/-- The density is continuous, nonnegative for `r ≥ 0`, and integrable over `r > 0` with total one.
-/
theorem density_normalised {Z γ : ℝ} (hZ : 0 < Z) (hγ : 0 < γ) :
    Continuous (density Z γ) ∧ (∀ r, 0 ≤ r → 0 ≤ density Z γ r) ∧
    IntegrableOn (density Z γ) (Ioi 0) ∧ ∫ r in Ioi (0 : ℝ), density Z γ r = 1 := by
  have hG : 0 < Real.Gamma (2 * γ + 1) := Real.Gamma_pos_of_pos (by positivity)
  obtain ⟨hi, hv⟩ := gamma_moment (a := 2 * γ + 1) (b := 2 * Z) (by positivity) (by positivity)
  have he : density Z γ = fun t => ((2 * Z) ^ (2 * γ + 1) / Real.Gamma (2 * γ + 1)) *
      (t ^ (2 * γ + 1 - 1) * Real.exp (-(2 * Z * t))) := by
    funext t
    rw [add_sub_cancel_right]
    unfold density
    ring
  have hp : (2 * Z) ^ (2 * γ + 1) * (1 / (2 * Z)) ^ (2 * γ + 1) = 1 := by
    rw [← Real.mul_rpow (by positivity) (by positivity), mul_one_div_cancel (by positivity),
      Real.one_rpow]
  refine ⟨?_, fun r hr => ?_, ?_, ?_⟩
  · have h1 : Continuous fun r : ℝ => r ^ (2 * γ) :=
      continuous_id.rpow_const (fun _ => Or.inr (by positivity))
    have h2 : Continuous fun r : ℝ => Real.exp (-(2 * Z * r)) := by fun_prop
    exact ((continuous_const.mul h1).mul h2).div_const _
  · unfold density
    positivity
  · rw [he]
    exact Integrable.const_mul hi _
  · rw [he, integral_const_mul, hv, div_mul_eq_mul_div, ← mul_assoc, hp, one_mul,
      div_self hG.ne']
```

Squaring ρ and taking a = 4γ+1, b = 4Z gives

∫ρ² = Z 2^(−4γ) Γ(4γ+1) / Γ(2γ+1)².

The duplication formula, Γ(2γ+1/2) Γ(2γ+1) = 2^(−4γ) √π Γ(4γ+1), turns this into

∫ρ² = Z Γ(2γ+1/2) / (√π Γ(2γ+1)).

In the proof, `pw` collects the powers and `dup` is the duplication formula.

```lean
/-- The integral of the squared radial density, in closed form. -/
theorem density_sq_integral {Z γ : ℝ} (hZ : 0 < Z) (hγ : 0 < γ) :
    IntegrableOn (fun r => density Z γ r ^ 2) (Ioi 0) ∧
    ∫ r in Ioi (0 : ℝ), density Z γ r ^ 2 =
      Z * Real.Gamma (2 * γ + 1 / 2) / (√Real.pi * Real.Gamma (2 * γ + 1)) := by
  have hG : 0 < Real.Gamma (2 * γ + 1) := Real.Gamma_pos_of_pos (by positivity)
  have hs : 0 < √Real.pi := Real.sqrt_pos.2 Real.pi_pos
  obtain ⟨hi, hv⟩ := gamma_moment (a := 4 * γ + 1) (b := 4 * Z) (by positivity) (by positivity)
  have he : EqOn (fun r => density Z γ r ^ 2)
      (fun t => ((2 * Z) ^ (2 * γ + 1) / Real.Gamma (2 * γ + 1)) ^ 2 *
        (t ^ (4 * γ + 1 - 1) * Real.exp (-(4 * Z * t)))) (Ioi 0) := by
    intro t ht
    have h1 : t ^ (4 * γ + 1 - 1) = t ^ (2 * γ) * t ^ (2 * γ) := by
      rw [← Real.rpow_add ht]
      congr 1
      ring
    have h2 : Real.exp (-(4 * Z * t)) = Real.exp (-(2 * Z * t)) * Real.exp (-(2 * Z * t)) := by
      rw [← Real.exp_add]
      congr 1
      ring
    simp only [h1, h2, density]
    ring
  refine ⟨(integrableOn_congr_fun he measurableSet_Ioi).2 (Integrable.const_mul hi _), ?_⟩
  rw [setIntegral_congr_fun measurableSet_Ioi he, integral_const_mul, hv]
  -- the duplication formula of the Gamma function
  have dup := Real.Gamma_mul_Gamma_add_half (2 * γ + 1 / 2)
  rw [show 2 * γ + 1 / 2 + 1 / 2 = 2 * γ + 1 by ring,
    show 2 * (2 * γ + 1 / 2) = 4 * γ + 1 by ring] at dup
  have pw : ((2 * Z) ^ (2 * γ + 1)) ^ 2 * (1 / (4 * Z)) ^ (4 * γ + 1) =
      Z * (2 : ℝ) ^ (1 - (4 * γ + 1)) := by
    have h1 : ((2 * Z) ^ (2 * γ + 1)) ^ 2 = (2 * Z) ^ (4 * γ + 1) * (2 * Z) := by
      rw [sq, ← Real.rpow_add (by positivity), ← Real.rpow_add_one (by positivity)]
      congr 1
      ring
    have h2 : (2 * Z) ^ (4 * γ + 1) * (1 / (4 * Z)) ^ (4 * γ + 1) =
        ((2 : ℝ) ^ (4 * γ + 1))⁻¹ := by
      rw [← Real.mul_rpow (by positivity) (by positivity), ← Real.inv_rpow (by norm_num)]
      congr 1
      field_simp
      norm_num
    rw [h1, Real.rpow_sub (by norm_num), Real.rpow_one, mul_right_comm, h2]
    ring
  generalize (2 : ℝ) ^ (1 - (4 * γ + 1)) = T at dup pw
  rw [div_pow, div_mul_eq_mul_div, ← mul_assoc, pw, div_eq_div_iff (by positivity) (by positivity)]
  linear_combination (-(Z * Real.Gamma (2 * γ + 1))) * dup
```

## A balance that determines U

Differentiating the power and the exponential gives

ρ' = 2γ ρ/r − 2Zρ.

```lean
/-- The radial density obeys the first-order equation `ρ' = 2γ ρ/r - 2Z ρ`. -/
theorem hasDerivAt_density (Z γ : ℝ) {r : ℝ} (hr : 0 < r) :
    HasDerivAt (density Z γ) (2 * γ * (density Z γ r / r) - 2 * Z * density Z γ r) r := by
  have h1 := Real.hasDerivAt_rpow_const (x := r) (p := 2 * γ) (Or.inl hr.ne')
  have h2 : HasDerivAt (fun x : ℝ => -(2 * Z * x)) (-(2 * Z)) r :=
    (((hasDerivAt_id' r).const_mul (2 * Z)).fun_neg).congr_deriv (by ring)
  have h3 := ((h1.fun_mul h2.exp).const_mul ((2 * Z) ^ (2 * γ + 1))).div_const
    (Real.Gamma (2 * γ + 1))
  refine (h3.congr_of_eventuallyEq (Eventually.of_forall fun x => ?_)).congr_deriv ?_
  · simp only [density]
    ring
  · rw [Real.rpow_sub_one hr.ne']
    simp only [density]
    ring
```

Also N' = ρ, N ≥ 0 for r ≥ 0, and N → 1 at large r.

```lean
/-- The enclosed charge grows at the rate `ρ`, is nonnegative for `r ≥ 0`, and tends to one. -/
theorem enclosed_charge {Z γ : ℝ} (hZ : 0 < Z) (hγ : 0 < γ) :
    (∀ r, HasDerivAt (enclosed Z γ) (density Z γ r) r) ∧ (∀ r, 0 ≤ r → 0 ≤ enclosed Z γ r) ∧
    Tendsto (enclosed Z γ) atTop (𝓝 1) := by
  obtain ⟨hc, hp, hi, h1⟩ := density_normalised hZ hγ
  refine ⟨fun r => (hc.integral_hasStrictDerivAt 0 r).hasDerivAt, fun r hr =>
    intervalIntegral.integral_nonneg hr fun t ht => hp t ht.1, ?_⟩
  rw [← h1]
  exact intervalIntegral_tendsto_integral_Ioi 0 hi tendsto_id
```

Combining these,

(ρN + ZN²)' = (2γρ/r − 2Zρ)N + ρ² + 2ZNρ = 2γ(ρ/r)N + ρ².

The bracket on the left rises from 0 to Z, since ρ → 0 and N → 1. Its derivative is nonnegative, so `integrableOn_Ioi_deriv_of_nonneg` gives convergence, and integration yields

2γU + ∫ρ² = Z.

```lean
/-- The self-energy integral converges, and `2γ U + ∫ ρ² = Z`. -/
theorem selfEnergy_balance {Z γ : ℝ} (hZ : 0 < Z) (hγ : 0 < γ) :
    IntegrableOn (fun r => density Z γ r / r * enclosed Z γ r) (Ioi 0) ∧
    2 * γ * selfEnergy Z γ + ∫ r in Ioi (0 : ℝ), density Z γ r ^ 2 = Z := by
  obtain ⟨hc, hp, -, -⟩ := density_normalised hZ hγ
  obtain ⟨hF, hFp, hF1⟩ := enclosed_charge hZ hγ
  have hsq := (density_sq_integral hZ hγ).1
  have hFc : Continuous (enclosed Z γ) :=
    continuous_iff_continuousAt.2 fun r => (hF r).continuousAt
  have hF0 : enclosed Z γ 0 = 0 := by simp [enclosed]
  have hρ0 : Tendsto (density Z γ) atTop
      (𝓝 ((2 * Z) ^ (2 * γ + 1) / Real.Gamma (2 * γ + 1) * 0)) :=
    ((tendsto_rpow_mul_exp_neg_mul_atTop_nhds_zero (2 * γ) (2 * Z) (by positivity)).const_mul
      _).congr fun x => by
        simp only [density, neg_mul]
        ring
  rw [mul_zero] at hρ0
  -- `ρ N + Z N²` is an antiderivative of `2γ (ρ/r) N + ρ²`
  have hd : ∀ r ∈ Ioi (0 : ℝ), HasDerivAt
      (fun x => density Z γ x * enclosed Z γ x + Z * (enclosed Z γ x * enclosed Z γ x))
      (2 * γ * (density Z γ r / r * enclosed Z γ r) + density Z γ r ^ 2) r := fun r hr =>
    (((hasDerivAt_density Z γ hr).fun_mul (hF r)).fun_add
      (((hF r).fun_mul (hF r)).const_mul Z)).congr_deriv (by ring)
  have ht := (hρ0.mul hF1).add ((hF1.mul hF1).const_mul Z)
  rw [show (0 : ℝ) * 1 + Z * (1 * 1) = Z by ring] at ht
  have hG0 : ContinuousWithinAt
      (fun x => density Z γ x * enclosed Z γ x + Z * (enclosed Z γ x * enclosed Z γ x))
      (Ici 0) 0 := ((hc.mul hFc).add (continuous_const.mul (hFc.mul hFc) :
    Continuous fun x => Z * (enclosed Z γ x * enclosed Z γ x))).continuousWithinAt
      (s := Ici 0) (x := 0)
  have hpos : ∀ r ∈ Ioi (0 : ℝ),
      0 ≤ 2 * γ * (density Z γ r / r * enclosed Z γ r) + density Z γ r ^ 2 := fun r hr => by
    have hr' : 0 < r := hr
    have a := hp r hr'.le
    have b := hFp r hr'.le
    positivity
  have hI := integrableOn_Ioi_deriv_of_nonneg hG0 hd hpos ht
  have hv := integral_Ioi_of_hasDerivAt_of_tendsto hG0 hd hI ht
  have hA : IntegrableOn (fun r => density Z γ r / r * enclosed Z γ r) (Ioi 0) := by
    refine (Integrable.const_mul (Integrable.sub hI hsq) (1 / (2 * γ))).congr
      (Eventually.of_forall fun r => ?_)
    simp only [Pi.sub_apply]
    rw [add_sub_cancel_right, ← mul_assoc, one_div_mul_cancel (by positivity), one_mul]
  refine ⟨hA, ?_⟩
  rw [integral_add (Integrable.const_mul hA _) hsq, integral_const_mul] at hv
  simp only [hF0, mul_zero, add_zero, sub_zero] at hv
  exact hv
```

Inserting ∫ρ² and dividing by 2γ,

U = (Z/(2γ)) (1 − Γ(2γ+1/2) / (√π Γ(2γ+1))).

```lean
/-- Closed form of the Hartree self-energy for every nuclear charge and relativistic exponent. -/
theorem selfEnergy_eq {Z γ : ℝ} (hZ : 0 < Z) (hγ : 0 < γ) :
    selfEnergy Z γ = Z / (2 * γ) *
      (1 - Real.Gamma (2 * γ + 1 / 2) / (√Real.pi * Real.Gamma (2 * γ + 1))) := by
  have h := (selfEnergy_balance hZ hγ).2
  rw [(density_sq_integral hZ hγ).2] at h
  have hg : 2 * γ ≠ 0 := by positivity
  rw [div_mul_eq_mul_div, eq_div_iff hg]
  linear_combination h
```

The condition γ > 0 matters. At γ = 0 the density is 2Z exp(−2Zr) and U = 2Z ln 2, but the balance reduces to ∫ρ² = Z, which says nothing about U, and the closed form becomes 0/0.

## Half the energy in the cloud's own potential

The usual Hartree energy is ½∫ρv. The inner part of v contributes ∫(ρ/r)N = U. For the outer part, let Q(r) = ∫₀^r (ρ/t)N dt. Since W' = −ρ/r,

(NW + Q)' = ρW − Nρ/r + (ρ/r)N = ρW.

NW + Q rises from 0 to U, so ∫ρW = U as well, and ½∫ρv = U. Lean writes W as `M` minus a running integral, where `M` is the full integral of ρ/t.

```lean
/-- Half the energy of the density in its own electrostatic potential is the self-energy. -/
theorem half_potential_energy {Z γ : ℝ} (hZ : 0 < Z) (hγ : 0 < γ) :
    1 / 2 * ∫ r in Ioi (0 : ℝ), density Z γ r * hartreePotential Z γ r = selfEnergy Z γ := by
  obtain ⟨hc, hp, -, -⟩ := density_normalised hZ hγ
  obtain ⟨hF, -, hF1⟩ := enclosed_charge hZ hγ
  have hA := (selfEnergy_balance hZ hγ).1
  have hFc : Continuous (enclosed Z γ) :=
    continuous_iff_continuousAt.2 fun r => (hF r).continuousAt
  have hwm : Measurable fun t => density Z γ t / t := hc.measurable.div measurable_id
  have hw : IntegrableOn (fun t => density Z γ t / t) (Ioi 0) := by
    have hi := (gamma_moment (a := 2 * γ) (b := 2 * Z) (by positivity) (by positivity)).1
    refine (integrableOn_congr_fun (fun t ht => ?_) measurableSet_Ioi).1
      (Integrable.const_mul hi ((2 * Z) ^ (2 * γ + 1) / Real.Gamma (2 * γ + 1)))
    have ht' : t ≠ 0 := ne_of_gt ht
    simp only [density, Real.rpow_sub_one ht']
    ring
  obtain ⟨hP0, hP⟩ := running_integral hw hwm
  obtain ⟨hQ0, hQ⟩ := running_integral hA (hwm.mul hFc.measurable)
  -- the outer part of the potential, written with a running integral
  have hW : ∀ r, 0 < r → ∫ t in Ioi r, density Z γ t / t =
      (∫ t in Ioi (0 : ℝ), density Z γ t / t) - ∫ t in (0 : ℝ)..r, density Z γ t / t := by
    intro r hr
    have h := setIntegral_union (Ioc_disjoint_Ioi (le_refl r)) measurableSet_Ioi
      (hw.mono_set (show Ioc (0 : ℝ) r ⊆ Ioi 0 from Ioc_subset_Ioi_self))
      (hw.mono_set (Ioi_subset_Ioi hr.le))
    rw [Ioc_union_Ioi_eq_Ioi hr.le] at h
    rw [intervalIntegral.integral_of_le hr.le]
    linarith
  have hPt := intervalIntegral_tendsto_integral_Ioi 0 hw tendsto_id
  have hQt := intervalIntegral_tendsto_integral_Ioi 0 hA tendsto_id
  simp only [id] at hPt hQt
  generalize (∫ t in Ioi (0 : ℝ), density Z γ t / t) = M at hW hPt
  have hd : ∀ r ∈ Ioi (0 : ℝ), HasDerivAt
      (fun x => enclosed Z γ x * (M - ∫ t in (0 : ℝ)..x, density Z γ t / t) +
        ∫ t in (0 : ℝ)..x, density Z γ t / t * enclosed Z γ t)
      (density Z γ r * (M - ∫ t in (0 : ℝ)..r, density Z γ t / t)) r := fun r hr => by
    have hcw : ContinuousAt (fun t => density Z γ t / t) r :=
      hc.continuousAt.div continuousAt_id (ne_of_gt hr)
    exact (((hF r).fun_mul ((hP r hr hcw).const_sub M)).fun_add
      (hQ r hr (hcw.mul hFc.continuousAt))).congr_deriv (by ring)
  have ht := (hF1.mul (hPt.const_sub M)).add hQt
  have h0 : ContinuousWithinAt
      (fun x => enclosed Z γ x * (M - ∫ t in (0 : ℝ)..x, density Z γ t / t) +
        ∫ t in (0 : ℝ)..x, density Z γ t / t * enclosed Z γ t) (Ici 0) 0 :=
    (hFc.continuousWithinAt.mul (continuousWithinAt_const (b := M) |>.sub hP0)).add hQ0
  have hpos : ∀ r ∈ Ioi (0 : ℝ),
      0 ≤ density Z γ r * (M - ∫ t in (0 : ℝ)..r, density Z γ t / t) := fun r hr => by
    have hr' : 0 < r := hr
    rw [← hW r hr']
    refine mul_nonneg (hp r hr'.le) (setIntegral_nonneg measurableSet_Ioi fun t ht => ?_)
    have ht' : 0 < t := hr'.trans ht
    exact div_nonneg (hp t ht'.le) ht'.le
  have hI := integrableOn_Ioi_deriv_of_nonneg h0 hd hpos ht
  have hv := integral_Ioi_of_hasDerivAt_of_tendsto h0 hd hI ht
  have hF0 : enclosed Z γ 0 = 0 := by simp [enclosed]
  simp only [hF0, intervalIntegral.integral_same, sub_self, mul_zero, zero_mul, zero_add,
    add_zero, sub_zero] at hv
  -- inner and outer parts contribute equally
  have he : EqOn (fun r => density Z γ r * hartreePotential Z γ r)
      (fun r => density Z γ r / r * enclosed Z γ r +
        density Z γ r * (M - ∫ t in (0 : ℝ)..r, density Z γ t / t)) (Ioi 0) := by
    intro r hr
    simp only [hartreePotential, hW r hr]
    ring
  rw [setIntegral_congr_fun measurableSet_Ioi he, integral_add hA hI, hv]
  unfold selfEnergy
  ring
```

## Values at γ = 1 and γ = 1/2

At γ = 1, the nonrelativistic density, Γ(5/2) = (3/4)√π and Γ(3) = 2, so U = (Z/2)(1 − 3/8) = 5Z/16. At γ = 1/2, Γ(3/2) = √π/2 and Γ(2) = 1, so U = Z(1 − 1/2) = Z/2.

```lean
/-- The self-energy is `5Z/16` at `γ = 1` and `Z/2` at `γ = 1/2`. -/
theorem selfEnergy_special {Z : ℝ} (hZ : 0 < Z) :
    selfEnergy Z 1 = 5 * Z / 16 ∧ selfEnergy Z (1 / 2) = Z / 2 := by
  have hs : √Real.pi ≠ 0 := (Real.sqrt_pos.2 Real.pi_pos).ne'
  have g2 : Real.Gamma (1 + 1) = 1 := by
    rw [Real.Gamma_add_one one_ne_zero, Real.Gamma_one, mul_one]
  have g3 : Real.Gamma (1 + 1 + 1) = 2 := by
    rw [Real.Gamma_add_one (by norm_num), g2]
    norm_num
  have k3 : Real.Gamma (1 / 2 + 1) = 1 / 2 * √Real.pi := by
    rw [Real.Gamma_add_one (by norm_num), Real.Gamma_one_half_eq]
  have k5 : Real.Gamma (1 / 2 + 1 + 1) = 3 / 4 * √Real.pi := by
    rw [Real.Gamma_add_one (by norm_num), k3]
    ring
  constructor
  · rw [selfEnergy_eq hZ one_pos, show (2 : ℝ) * 1 + 1 / 2 = 1 / 2 + 1 + 1 by norm_num,
      show (2 : ℝ) * 1 + 1 = 1 + 1 + 1 by norm_num, k5, g3,
      show 3 / 4 * √Real.pi / (√Real.pi * 2) = 3 / 8 by (field_simp; norm_num)]
    ring
  · rw [selfEnergy_eq hZ (by norm_num), show (2 : ℝ) * (1 / 2) + 1 / 2 = 1 / 2 + 1 by norm_num,
      show (2 : ℝ) * (1 / 2) + 1 = 1 + 1 by norm_num, k3, g2,
      show 1 / 2 * √Real.pi / (√Real.pi * 1) = 1 / 2 by field_simp]
    ring

end

end RelativisticHartreeSelfEnergy
```

```lean
#print axioms RelativisticHartreeSelfEnergy.selfEnergy_eq
#print axioms RelativisticHartreeSelfEnergy.half_potential_energy
#print axioms RelativisticHartreeSelfEnergy.selfEnergy_special
```

```
'RelativisticHartreeSelfEnergy.selfEnergy_eq' depends on axioms: [propext, Classical.choice, Quot.sound]
'RelativisticHartreeSelfEnergy.half_potential_energy' depends on axioms: [propext, Classical.choice, Quot.sound]
'RelativisticHartreeSelfEnergy.selfEnergy_special' depends on axioms: [propext, Classical.choice, Quot.sound]
```

A radial atomic code can evaluate U in one outward sweep, accumulating N and then the sum of ρN/r with the grid weights. For this point-nucleus, one-electron density, the closed form gives a value to compare with the total.
